# Sufficient conditions for a secondary Coulomb hole between polynomial-times-exponential intracules

Suppose a correlated intracule decays faster with the interelectronic distance $u$ than the Hartree-Fock one. Their difference is then negative far out, and it may be reported as a secondary Coulomb hole. That inference can fail. Take $u^2e^{-2u}$ as the correlated intracule and $u^2e^{-u}$ as the Hartree-Fock one: the difference is negative at every $u>0$, so there is a single hole without end and nothing secondary about it. This pair is an algebraic illustration, not a physical one: its two integrals differ, so the two functions do not count the same number of electron pairs. A secondary hole needs a positive region between two negative ones. The problems below obtain that region from a primary hole and equal normalisation, for intracules that are a real polynomial times one decaying exponential.

## The model and its conventions

For a real polynomial $p$ and a real exponent $a$, write
$$I_{p,a}(u)=p(u)\,e^{-au},\qquad D(u)=I_{p,a}(u)-I_{q,b}(u).$$
Here $p,a$ belong to the correlated intracule and $q,b$ to the Hartree-Fock one, and $D$ is the Coulomb hole. In Lean, `ℝ[X]` is the type of real polynomials, $I_{p,a}(u)$ is `intracule p a u`, and $D(u)$ is `coulombHole p q a b u`.

Integrals are taken over $du$ alone, so these are radial intracules, with the volume factor $4\pi u^2$ already absorbed in the polynomial. The exponential form and the decay rates are assumed, not derived from wave functions. Nonnegativity of the intracules is not required. Finite Gaussian basis sets give Gaussian tails, which this model does not cover.

```lean
import Mathlib

open Polynomial Filter Topology MeasureTheory

namespace SecondaryCoulombHole

noncomputable section

/-- Model intracule at interelectronic distance `u`: a polynomial times `exp (-a u)`. -/
def intracule (p : ℝ[X]) (a u : ℝ) : ℝ := p.eval u * Real.exp (-(a * u))

/-- The Coulomb hole: the correlated intracule (polynomial `p`, exponent `a`) minus the
Hartree-Fock intracule (polynomial `q`, exponent `b`). -/
def coulombHole (p q : ℝ[X]) (a b u : ℝ) : ℝ := intracule p a u - intracule q b u
```

## (a) Continuity in the distance

**Task.** Show that the model intracule has no jumps:
$$\lim_{v\to u}I_{p,a}(v)=I_{p,a}(u)\quad\text{for every real }u.$$

**Solution.** A polynomial and an exponential are both continuous, and so is their product. The Lean proof multiplies the same two facts.

```lean
/-- A model intracule is a continuous function of the distance. -/
theorem continuous_intracule (p : ℝ[X]) (a : ℝ) : Continuous (intracule p a) := by
  unfold intracule
  exact p.continuous.mul (by fun_prop)
```

## (b) Decay at large separation

**Task.** For $c>0$, show that
$$\lim_{u\to\infty}p(u)e^{-cu}=0.$$

**Solution.** Let $n$ be the degree of $p$ (take $n=0$ if $p=0$). For $u>0$ the exponential series gives $e^{cu}\ge (cu)^{n+1}/(n+1)!$. Each power $k\le n$ therefore satisfies
$$u^ke^{-cu}\le\frac{(n+1)!}{c^{n+1}}\,u^{k-n-1}\to0,$$
and $p$ is a finite sum of such powers.

Mathlib has the limit for $e^{-t}$. The proof sets $t=cu$ and uses the rescaled polynomial $p(t/c)$, which returns $p(u)$.

```lean
/-- With a positive decay exponent, a model intracule tends to zero as the distance tends to
infinity. -/
theorem tendsto_intracule (p : ℝ[X]) {c : ℝ} (hc : 0 < c) :
    Tendsto (intracule p c) atTop (𝓝 0) := by
  have h := (Polynomial.tendsto_div_exp_atTop (p.comp (C c⁻¹ * X))).comp
    (tendsto_id.const_mul_atTop hc)
  refine h.congr fun u => ?_
  have hu : c⁻¹ * (c * u) = u := by field_simp
  simp only [Function.comp_apply, id, eval_comp, eval_mul, eval_C, eval_X, hu, intracule,
    Real.exp_neg, div_eq_mul_inv]
```

## (c) Factoring out the slower exponential

**Task.** Show that
$$I_{p,a}(u)=I_{p,a-b}(u)\,e^{-bu}.$$

**Solution.** The exponents add: $-(a-b)u-bu=-au$. Lean merges the exponentials with `Real.exp_add` and leaves the exponent to `ring`.

```lean
private theorem intracule_split (p : ℝ[X]) (a b u : ℝ) :
    intracule p a u = intracule p (a - b) u * Real.exp (-(b * u)) := by
  unfold intracule
  rw [mul_assoc, ← Real.exp_add]
  congr 2
  ring
```

## (d) A positive floor under the Hartree-Fock polynomial

**Task.** Let $q$ have positive leading coefficient. Find a constant $c$ with
$$q(u)\ge c>0\quad\text{for all sufficiently large }u.$$

**Solution.** If $q$ has positive degree, it tends to $+\infty$, and $c=1$ works. If $q$ is constant, its value is its leading coefficient, so take $c$ equal to that value. The Lean proof splits on the same two cases. The notation `∀ᶠ u in atTop` means "for all $u$ beyond some bound".

```lean
private theorem eventually_ge_const {q : ℝ[X]} (hq : 0 < q.leadingCoeff) :
    ∃ c : ℝ, 0 < c ∧ ∀ᶠ u in atTop, c ≤ q.eval u := by
  by_cases hd : 0 < q.degree
  · exact ⟨1, one_pos,
      (q.tendsto_atTop_of_leadingCoeff_nonneg hd hq.le).eventually_ge_atTop 1⟩
  · have h := eq_C_of_degree_le_zero (not_lt.1 hd)
    rw [h, leadingCoeff_C] at hq
    refine ⟨q.coeff 0, hq, Eventually.of_forall fun u => ?_⟩
    have hu : q.eval u = q.coeff 0 := by
      conv_lhs => rw [h]
      exact eval_C
    exact hu.ge
```

## (e) The correlated tail lies below

**Task.** For $b<a$ and $q$ with positive leading coefficient, show that
$$p(u)e^{-au}<q(u)e^{-bu}\quad\text{for all sufficiently large }u.$$

**Solution.** Take $c$ from (d). By (b), $p(u)e^{-(a-b)u}$ tends to zero, so far enough out
$$p(u)e^{-(a-b)u}<c\le q(u).$$
Multiply by $e^{-bu}>0$ and use (c). In Lean, `filter_upwards` collects the two large-distance conditions, and `mul_lt_mul_of_pos_right` does the multiplication. The sign of $b$ plays no part here.

The smallest case has constants $p=P>0$ and $q=Q>0$. The inequality then holds exactly for $u>\ln(P/Q)/(a-b)$. If $P>Q$, this distance grows without bound as $b\to a$, and at $b=a$ the tails never cross.

```lean
/-- If the correlated intracule decays faster and the Hartree-Fock polynomial has positive
leading coefficient, the correlated intracule is the smaller one at all large separations. -/
theorem correlated_below {p q : ℝ[X]} {a b : ℝ} (hab : b < a) (hq : 0 < q.leadingCoeff) :
    ∀ᶠ u in atTop, intracule p a u < intracule q b u := by
  obtain ⟨c, hc, hqc⟩ := eventually_ge_const hq
  filter_upwards [hqc, (tendsto_intracule p (sub_pos.2 hab)).eventually_lt_const hc]
    with u h1 h2
  rw [intracule_split p a b u]
  exact mul_lt_mul_of_pos_right (h2.trans_le h1) (Real.exp_pos _)
```

## (f) When the leading coefficient decides the tail

**Task.** For $b<a$ and $q\neq0$ with leading coefficient $q_{\mathrm{lead}}$, show that
$$\bigl(I_{p,a}(u)<I_{q,b}(u)\text{ for all large }u\bigr)\iff q_{\mathrm{lead}}>0.$$

**Solution.** Part (e) gives one direction. For the other, suppose the tail inequality holds but $q_{\mathrm{lead}}$ is not positive. Since $q\ne0$, it is negative. Apply (e) to $-p$ and $-q$: far out, $-I_{p,a}<-I_{q,b}$, which is the reverse inequality. Both hold at some common $u$, a contradiction. Lean picks that point with `(h.and h').exists`.

The condition $q\neq0$ matters: with $q=0$ and $p=-1$ the left side is true and the right side false.

```lean
/-- For a nonzero Hartree-Fock polynomial, the faster decaying correlated intracule lies below
at large separation exactly when the leading coefficient of that polynomial is positive. -/
theorem correlated_below_iff {p q : ℝ[X]} {a b : ℝ} (hab : b < a) (hq : q ≠ 0) :
    (∀ᶠ u in atTop, intracule p a u < intracule q b u) ↔ 0 < q.leadingCoeff := by
  refine ⟨fun h => ?_, correlated_below hab⟩
  by_contra hn
  have hlt : q.leadingCoeff < 0 :=
    lt_of_le_of_ne (not_lt.1 hn) (leadingCoeff_ne_zero.2 hq)
  -- changing both signs reverses the order of the tails
  have h' := correlated_below (p := -p) (q := -q) hab
    (by rw [leadingCoeff_neg]; linarith)
  obtain ⟨u, h1, h2⟩ := (h.and h').exists
  simp only [intracule, eval_neg, neg_mul] at h1 h2
  linarith
```

## (g) Finite normalisation integrals

**Task.** For $a>0$, show that
$$\int_0^\infty |p(u)|\,e^{-au}\,du<\infty.$$

**Solution.** Split $e^{-au}$ into two factors $e^{-au/2}$. By (b), $p(u)e^{-au/2}$ tends to zero. Being continuous as well, it is bounded on $[0,\infty)$ by some $M$. The integral is then at most $M\int_0^\infty e^{-au/2}du=2M/a$.

The Lean proof states the bound at infinity as a big-O estimate and combines it with continuity from (a) in `integrable_of_isBigO_exp_neg`.

```lean
/-- A model intracule with positive decay exponent is integrable over all distances. -/
theorem integrableOn_intracule (p : ℝ[X]) {a : ℝ} (ha : 0 < a) :
    IntegrableOn (intracule p a) (Set.Ioi 0) := by
  refine integrable_of_isBigO_exp_neg (half_pos ha) (continuous_intracule p a).continuousOn ?_
  have h := ((tendsto_intracule p (c := a - a / 2) (by linarith)).isBigO_one ℝ).mul
    (Asymptotics.isBigO_refl (fun u : ℝ => Real.exp (-(a / 2 * u))) atTop)
  exact h.congr (fun u => (intracule_split p a (a / 2) u).symm)
    (fun u => by rw [one_mul, neg_mul])
```

## (h) Equal normalisation forces a positive region

**Task.** Let $a,b,u_0>0$. Assume a primary hole, $D(u)<0$ for $0<u<u_0$, and equal integrals of the two intracules over $(0,\infty)$. Show that
$$\text{there is } u_1\ge u_0\text{ with }D(u_1)>0.$$

The first hypothesis, `hole`, stands for the depletion of close pairs by Coulomb repulsion. The second, `hnorm`, says that both intracules count the same number of electron pairs.

**Solution.** Suppose there is no such $u_1$. Then $-D\ge0$ on all of $(0,\infty)$, while $\int_0^\infty(-D)\,du=0$. A continuous nonnegative function with zero integral vanishes everywhere, yet $-D(u_0/2)>0$. This is a contradiction.

In the code, `hnn` is the nonnegativity and `hzero` the zero integral. The step `hae` gives vanishing almost everywhere, and `heq` uses continuity to extend it to every point.

Without equal normalisation the claim fails for the opening pair. Its integrals are $1/4$ and $2$, and $D$ is never positive.

```lean
/-- If two intracules with positive decay exponents have the same integral over `(0, ∞)` and the
Coulomb hole is negative on `(0, u₀)`, where `u₀ > 0`, then it is positive at some distance not
smaller than `u₀`. -/
theorem exists_positive_region {p q : ℝ[X]} {a b u₀ : ℝ} (ha : 0 < a) (hb : 0 < b)
    (hu : 0 < u₀) (hole : ∀ u ∈ Set.Ioo 0 u₀, coulombHole p q a b u < 0)
    (hnorm : ∫ u in Set.Ioi 0, intracule p a u = ∫ u in Set.Ioi 0, intracule q b u) :
    ∃ u₁, u₀ ≤ u₁ ∧ 0 < coulombHole p q a b u₁ := by
  by_contra hcon
  have hip := integrableOn_intracule p ha
  have hiq := integrableOn_intracule q hb
  have hnn : ∀ u ∈ Set.Ioi (0 : ℝ), 0 ≤ intracule q b u - intracule p a u := by
    intro u hu0
    have hle : coulombHole p q a b u ≤ 0 := by
      rcases lt_or_ge u u₀ with h | h
      · exact (hole u ⟨hu0, h⟩).le
      · exact not_lt.1 fun h' => hcon ⟨u, h, h'⟩
    unfold coulombHole at hle
    linarith
  have hzero : ∫ u in Set.Ioi 0, (intracule q b u - intracule p a u) = 0 := by
    rw [integral_sub hiq hip, hnorm, sub_self]
  -- a continuous nonnegative function with zero integral vanishes
  have hae := (setIntegral_eq_zero_iff_of_nonneg_ae
    ((ae_restrict_iff' measurableSet_Ioi).2 (Eventually.of_forall hnn)) (hiq.sub hip)).1 hzero
  have heq := Measure.eqOn_open_of_ae_eq hae isOpen_Ioi
    ((continuous_intracule q b).sub (continuous_intracule p a)).continuousOn
    continuousOn_const
  have h1 : intracule q b (u₀ / 2) - intracule p a (u₀ / 2) = 0 := heq (half_pos hu)
  have h2 := hole (u₀ / 2) ⟨half_pos hu, half_lt_self hu⟩
  unfold coulombHole at h2
  linarith
```

## (i) The secondary hole

**Task.** Keep the assumptions of (h), and add $b<a$ and a positive leading coefficient of $q$. Show that there are $u_1$ and $R$ with
$$u_0\le u_1<R,\quad D(u_1)>0,\quad D(R)=0,\quad D(u)<0\ \text{for all }u>R.$$

**Solution.** Take $u_1$ from (h), and let $S$ be the set of $u\ge u_1$ with $D(u)\ge0$. It contains $u_1$, is closed because $D$ is continuous, and is bounded above by (e). Its supremum $R$ therefore belongs to $S$, which gives $D(R)\ge0$. Beyond $R$ the difference is negative, so approaching $R$ from the right gives $D(R)\le0$. Hence $D(R)=0$. Since $D(u_1)>0$, the points $u_1$ and $R$ differ.

Lean follows this order: `hS`, `hne` and `hbdd` are the three properties of $S$, `hR` puts the supremum in $S$, `htail` is the sign beyond it, and `hle` is the limit from the right.

For intracules of this one-exponential form, the outer negative region follows from the decay rates and the positive leading coefficient of $q$. The primary hole and equal normalisation supply the positive region that separates it from the primary hole. The theorem does not locate $R$, give the depth of the outer hole, or exclude further sign changes between $u_0$ and $R$.

```lean
/-- Secondary Coulomb hole: for equally normalised, decaying intracules with a primary hole on `(0,
u₀)`, a faster correlated decay and a Hartree-Fock polynomial with positive leading coefficient, the
difference is positive at some `u₁ ≥ u₀`, vanishes at a later distance `R`, and is negative at every
distance beyond `R`. -/
theorem secondary_hole {p q : ℝ[X]} {a b u₀ : ℝ} (hb : 0 < b) (hab : b < a)
    (hq : 0 < q.leadingCoeff) (hu : 0 < u₀)
    (hole : ∀ u ∈ Set.Ioo 0 u₀, coulombHole p q a b u < 0)
    (hnorm : ∫ u in Set.Ioi 0, intracule p a u = ∫ u in Set.Ioi 0, intracule q b u) :
    ∃ u₁ R, u₀ ≤ u₁ ∧ u₁ < R ∧ 0 < coulombHole p q a b u₁ ∧
      coulombHole p q a b R = 0 ∧ ∀ u, R < u → coulombHole p q a b u < 0 := by
  obtain ⟨u₁, h01, hpos⟩ := exists_positive_region (hb.trans hab) hb hu hole hnorm
  have hcont : Continuous (coulombHole p q a b) :=
    (continuous_intracule p a).sub (continuous_intracule q b)
  obtain ⟨N, hN⟩ := eventually_atTop.1 (correlated_below (p := p) hab hq)
  -- R is the last distance at which the difference is nonnegative
  let S : Set ℝ := Set.Ici u₁ ∩ {u | 0 ≤ coulombHole p q a b u}
  have hS : IsClosed S := isClosed_Ici.inter (isClosed_le continuous_const hcont)
  have hne : S.Nonempty := ⟨u₁, le_refl u₁, hpos.le⟩
  have hbdd : BddAbove S := by
    refine ⟨N, fun u hmem => ?_⟩
    by_contra hlt
    have h1 := hN u (not_le.1 hlt).le
    have h2 : 0 ≤ coulombHole p q a b u := hmem.2
    unfold coulombHole at h2
    linarith
  have hR : sSup S ∈ S := hS.csSup_mem hne hbdd
  have hR1 : u₁ ≤ sSup S := hR.1
  have htail : ∀ u, sSup S < u → coulombHole p q a b u < 0 := by
    intro u hlt
    by_contra hn
    exact not_lt_of_ge (le_csSup hbdd ⟨hR1.trans hlt.le, not_lt.1 hn⟩) hlt
  have hle : coulombHole p q a b (sSup S) ≤ 0 := by
    refine le_of_tendsto (hcont.continuousAt.tendsto.mono_left
      (nhdsWithin_le_nhds (s := Set.Ioi (sSup S)))) ?_
    filter_upwards [self_mem_nhdsWithin] with u hmem
    exact (htail u hmem).le
  refine ⟨u₁, sSup S, h01, lt_of_le_of_ne hR1 fun h => ?_, hpos, le_antisymm hle hR.2, htail⟩
  rw [← h] at hle
  linarith
```

## (j) Exponential moments

**Task.** For a natural number $n$ and $k>0$, show that
$$\int_0^\infty u^ne^{-ku}\,du=\frac{n!}{k^{n+1}}.$$

**Solution.** For $n=0$ the integral is $1/k$. For $n\ge1$, integration by parts multiplies the previous moment by $n/k$, and the formula follows by induction. Lean instead specialises Mathlib's Gamma integral and uses $\Gamma(n+1)=n!$.

```lean
private theorem integral_moment (n : ℕ) {k : ℝ} (hk : 0 < k) :
    ∫ u in Set.Ioi (0 : ℝ), u ^ n * Real.exp (-(k * u)) = n.factorial / k ^ (n + 1) := by
  have h := Real.integral_rpow_mul_exp_neg_mul_Ioi (a := (n : ℝ) + 1) (r := k)
    (by positivity) hk
  rw [Real.Gamma_nat_eq_factorial] at h
  simp only [add_sub_cancel_right, Real.rpow_natCast] at h
  rw [h, ← Nat.cast_succ, Real.rpow_natCast, one_div, inv_pow, div_eq_mul_inv, mul_comm]
```

## (k) A pair that satisfies the assumptions

**Task.** Take $p(u)=\tfrac{16}{3}u^3$, $q(u)=u^2$, $a=2$, $b=1$ and $u_0=\tfrac{3}{16}$. Verify that $q$ has positive leading coefficient and that
$$D(u)<0\ \text{ for }0<u<\tfrac{3}{16},\qquad \int_0^\infty\tfrac{16}{3}u^3e^{-2u}\,du=\int_0^\infty u^2e^{-u}\,du.$$

**Solution.** The leading coefficient of $q$ is $1$. For $0<u<3/16$ we have $\tfrac{16}{3}u^3<u^2$ and $e^{-2u}\le e^{-u}$; multiplying the two gives the primary hole. By (j), the integrals are $\tfrac{16}{3}\cdot\tfrac{3!}{2^4}=2$ and $2!=2$. Normalised to one electron pair, the intracules are $\tfrac83u^3e^{-2u}$ and $\tfrac12u^2e^{-u}$.

Lean proves the polynomial inequality with `nlinarith` and evaluates both integrals with `integral_moment`. The remaining conditions of (i), $0<1<2$ and $u_0>0$, are immediate, so (i) applies to this pair. It is an algebraic example, not a physically admissible pair: dividing $p(u)e^{-2u}$ by $u^2$ leaves a pair density that is zero at $u=0$ but has nonzero slope there, which the electron-electron cusp condition excludes. A rough numerical estimate puts its last crossing near $u=2.65$.

```lean
/-- The intracules `(16/3) u³ exp (-2u)` and `u² exp (-u)` have a primary hole on `(0, 3/16)`
and equal integrals, and the second polynomial has positive leading coefficient. -/
theorem secondary_hole_witness :
    0 < (X ^ 2 : ℝ[X]).leadingCoeff ∧
    (∀ u ∈ Set.Ioo (0 : ℝ) (3 / 16),
      coulombHole (C (16 / 3) * X ^ 3) (X ^ 2) 2 1 u < 0) ∧
    ∫ u in Set.Ioi 0, intracule (C (16 / 3) * X ^ 3) 2 u =
      ∫ u in Set.Ioi 0, intracule (X ^ 2) 1 u := by
  refine ⟨by simp, fun u hu => ?_, ?_⟩
  · obtain ⟨h0, h1⟩ := hu
    simp only [coulombHole, intracule, eval_mul, eval_C, eval_pow, eval_X]
    have hpoly : 16 / 3 * u ^ 3 < u ^ 2 := by
      have := mul_pos (pow_pos h0 2) (sub_pos.2 h1)
      nlinarith
    have hexp : Real.exp (-(2 * u)) ≤ Real.exp (-(1 * u)) :=
      Real.exp_le_exp.2 (by linarith)
    exact sub_neg.2 (mul_lt_mul hpoly hexp (Real.exp_pos _) (sq_nonneg u))
  · simp only [intracule, eval_mul, eval_C, eval_pow, eval_X, mul_assoc]
    rw [integral_const_mul, integral_moment 3 two_pos, integral_moment 2 one_pos]
    norm_num [Nat.factorial]

end

end SecondaryCoulombHole
```

```lean
#print axioms SecondaryCoulombHole.correlated_below_iff
#print axioms SecondaryCoulombHole.secondary_hole
```

```
'SecondaryCoulombHole.correlated_below_iff' depends on axioms: [propext, Classical.choice, Quot.sound]
'SecondaryCoulombHole.secondary_hole' depends on axioms: [propext, Classical.choice, Quot.sound]
```
